# One sixth of the radial Laplacian of an exponential hole density

The model hole has density `a³ exp(-a r) / (8π)` at distance `r` from its centre, and its curvature at distance `b` is defined as one sixth of the radial Laplacian there, that is, of the second derivative plus `2/b` times the first. The theorem `holeCurvature_eq` states that, for positive `a` and `b`, this curvature equals the density at `b` times `a² (a b - 2) / (6 a b)`. The attempt first proves that differentiating the density multiplies it by `-a`, and from this obtains the first and second derivatives. It then substitutes them into the definition, replaces the density at `b` by a single variable `n`, and leaves the rest to algebra.

The first attempt, which Lean rejects:

```lean
import Mathlib

open Real Set

namespace BeckeRoussel

noncomputable section

/-- The exponential model density `a³ exp(-a r) / (8π)` at distance `r` from its centre. -/
def holeDensity (a r : ℝ) : ℝ := a ^ 3 * exp (-(a * r)) / (8 * π)

/-- The curvature of the hole at distance `b` from its centre: one sixth of the radial
Laplacian of the model density. -/
def holeCurvature (a b : ℝ) : ℝ :=
  (deriv (deriv (holeDensity a)) b + 2 / b * deriv (holeDensity a) b) / 6

/-- For positive `a` and `b`, the curvature of the exponential hole at distance `b` in terms of its
density there, the exponent `a` and the product `a b`. -/
theorem holeCurvature_eq {a b : ℝ} (ha : 0 < a) (hb : 0 < b) :
    holeCurvature a b = holeDensity a b * a ^ 2 * (a * b - 2) / (6 * (a * b)) := by
  have hd : ∀ r, HasDerivAt (holeDensity a) (-a * holeDensity a r) r := by
    intro r
    have h0 : HasDerivAt (fun z : ℝ => -(a * z)) (-a) r :=
      ((hasDerivAt_id' r).const_mul a).fun_neg.congr_deriv (by ring)
    have h1 : HasDerivAt (holeDensity a) (a ^ 3 * (exp (-(a * r)) * -a) / (8 * π)) r :=
      (h0.exp.const_mul (a ^ 3)).div_const (8 * π)
    exact h1.congr_deriv (by unfold holeDensity; ring)
  have h1 : deriv (holeDensity a) = fun r => -a * holeDensity a r :=
    funext fun r => (hd r).deriv
  have h2 : deriv (fun r => -a * holeDensity a r) b = -a * (-a * holeDensity a b) :=
    ((hd b).const_mul (-a)).deriv
  unfold holeCurvature
  rw [h1, h2]
  generalize holeDensity a b = n
  field_simp <;> ring

end

end BeckeRoussel
```

Compiling this gives:

```
Try this:
  [apply] ring_nf
  
  The `ring` tactic failed to close the goal. Use `ring_nf` to obtain a normal form.
    
  Note that `ring` works primarily in *commutative* rings. If you have a noncommutative ring, abelian group or module, consider using `noncomm_ring`, `abel` or `module` instead.
Main.lean:20:81: error: unsolved goals
a b : ℝ
ha : 0 < a
hb : 0 < b
hd : ∀ (r : ℝ), HasDerivAt (holeDensity a) (-a * holeDensity a r) r
h1 : deriv (holeDensity a) = fun r => -a * holeDensity a r
h2 : deriv (fun r => -a * holeDensity a r) b = -a * (-a * holeDensity a b)
n : ℝ
⊢ a * n * b - holeDensity a b * 2 = a * n * b - n * 2
```

The mended proof, as a diff:

```diff
@@ -30,8 +30,10 @@
   have h2 : deriv (fun r => -a * holeDensity a r) b = -a * (-a * holeDensity a b) :=
     ((hd b).const_mul (-a)).deriv
+  have h3 : deriv (holeDensity a) b = -a * holeDensity a b := (hd b).deriv
   unfold holeCurvature
-  rw [h1, h2]
+  rw [h3, h1, h2]
   generalize holeDensity a b = n
-  field_simp <;> ring
+  field_simp
+  ring
 
 end
```

The first message says that `ring` did not close the goal; the error shows what was left. There the density at `b` appears both as `n` and as `holeDensity a b`, and since `generalize` keeps no equation between the two, the goal can't be proved.

The split comes from `rw [h1]`, which replaces the function `deriv (holeDensity a)` everywhere, including where it is applied to `b`. That place becomes `(fun r => -a * holeDensity a r) b`, which `rw` leaves unreduced. It does not literally contain `holeDensity a b`, so `generalize` passes over it; `field_simp` later reduces it and the density reappears.

The new `h3` gives the first derivative at `b` as a value, `-a * holeDensity a b`. Rewriting with it first leaves `h1` only the derivative inside the second derivative, which `h2` then evaluates. Every occurrence of the density is now visible to `generalize`, and the algebra closes. Putting `field_simp` and `ring` on separate lines is mere tidying.
